# If τ = τ_W throughout a connected open region of positive density, real occupied orbitals are constant multiples of the square root of the density there

## Reading α = 0 on an integration grid

Some meta-GGA functionals compute, at every point of the integration grid, the iso-orbital indicator

α = (τ − τ_W) / τ_unif

and treat α = 0 as the sign of a region described by a single orbital. Here τ is the kinetic energy density of the occupied orbitals, τ_W is the von Weizsäcker value built from the density alone, and τ_unif is the positive kinetic energy density of a uniform electron gas of the same density.

A program can evaluate real orbitals f_i and their gradients at a grid point, with the square roots of the occupation numbers absorbed into the f_i. It then sums them to

r = Σ f_i²,  ∇r = 2 Σ f_i ∇f_i,  τ = ½ Σ |∇f_i|²

and forms

τ_W = |∇r|² / (8r).

The letter r is the density, often written n or ρ, and not a position. The value of α then decides how the functional weights its ingredients. A correlation functional may, for example, scale the same-spin part by τ − τ_W of that spin channel, so that this part vanishes for one electron.

That one orbital gives τ = τ_W is a short computation. Reading α = 0 as a single-orbital region uses the opposite direction, which holds for real, differentiable orbitals when the equality is exact throughout a connected open region of positive density.

## What the equality implies

Let finitely many real orbitals f_i be differentiable at every point of a connected open region U, with r > 0 on U. If τ = τ_W throughout U, there are constants c_i such that

Σ c_i² = 1 and f_i = c_i √r on U.

All orbitals that do not vanish on U thus have the same spatial form there; an orbital with c_i = 0 is zero throughout U. This does not mean one electron: a closed-shell pair in one spatial orbital has c₁ = c₂ = 1/√2 and also gives α = 0.

On an interval of the line the condition becomes

Σ f_i'² = r'² / (4r).

## The excess τ − τ_W as a sum of squares

Expand one square:

|r∇f_i − (f_i/2)∇r|² = r²|∇f_i|² − r f_i ∇f_i·∇r + (f_i²/4)|∇r|².

Now sum over i. The first terms give 2r²τ. Since Σ f_i ∇f_i = ½∇r, the second terms give −½ r|∇r|². The third give ¼ r|∇r|². Hence

Σ |r∇f_i − (f_i/2)∇r|² = 2r²τ − ¼ r|∇r|² = 2r²(τ − τ_W).

If τ = τ_W, every square on the left is zero. The quotient rule gives

∇(f_i/√r) = (r∇f_i − (f_i/2)∇r) / r^(3/2) = 0.

On a connected open region a function with zero gradient is constant, so f_i/√r = c_i. Finally, Σ c_i² = Σ f_i²/r = 1.

For the converse, let f_i = c_i φ with a common differentiable φ, and write C = Σ c_i². Then r = Cφ² and ∇r = 2Cφ∇φ, so where r ≠ 0

τ_W = 4C²φ²|∇φ|² / (8Cφ²) = ½ C|∇φ|² = τ.

## Two orbitals in numbers

Take f₁ = 1 and f₂ = x² on the line. These are not normalisable and serve only as simple test functions. At x = 1 the density is r = 2, with r' = 4. Then τ = ½(0 + 4) = 2 and τ_W = 16/16 = 1. The two terms inside the squares are

2·0 − ½·4 = −2 and 2·2 − ½·4 = 2.

Their squares add to 8, which agrees with 2r²(τ − τ_W) = 2·4·1.

At x = 0 both τ and τ_W vanish, although the orbitals are not proportional on any interval. Equality at a single point is therefore too weak a premise.

## A node lets the constants change

The functions x² and x|x|, again not normalisable, have derivatives 2x and 2|x|, and r = 2x⁴. (Multiplying both by e^(−x²) would make them normalisable and leave the conclusion below unchanged.) Multiplying the interval condition by 4r avoids the quotient at the node, and both sides agree everywhere:

4r Σ f_i'² = 8x⁴ · 8x² = 64x⁶ = (8x³)² = r'².

For x > 0 the constants are (1/√2, 1/√2); for x < 0 they are (1/√2, −1/√2). No common function serves the whole line. On the line, with the condition in this form, it is therefore not enough for the density to be positive at all points but one. In three dimensions a single zero does not cut a connected open region in two, but a nodal surface can.

## The Lean definitions and hypotheses

The finite type `ι` labels the orbitals, and `f i x` is the value of orbital i at x. The space `E` is a complete real inner product space, which includes ordinary three-dimensional space. `density`, `tau` and `tauW` are r, τ and τ_W in atomic units, with the factor ½ in τ. The condition α = 0 is represented by the equation `tau f x = tauW f x`; the two conditions agree because τ_unif > 0.

In `single_orbital_of_tau_eq_tauW`, `IsOpen U` and `IsConnected U` describe the region, and the latter includes that it is nonempty. On the line such a set is an open interval, possibly unbounded, and `single_orbital_on_interval` states that case with ordinary derivatives. Orthonormality and a Schrödinger equation are not assumed. An orbital with a cusp at a point nucleus, such as the 1s orbital of hydrogen, is not differentiable there. In three dimensions one can remove the finitely many nuclei from U, which stays open and connected, and the result extends to them because the orbitals are continuous. Complex orbitals, which can carry a current, lie beyond these definitions.

One step towards a real calculation remains: a program finds α small at finitely many grid points, whereas the hypothesis is exact equality at every point of U.

```lean
import Mathlib

open Finset Topology

namespace IsoOrbitalRigidity

noncomputable section

variable {ι E : Type*} [Fintype ι] [NormedAddCommGroup E] [InnerProductSpace ℝ E]

/-- The density of finitely many real orbitals, the sum of their squares. -/
def density (f : ι → E → ℝ) (x : E) : ℝ := ∑ i, f i x ^ 2

variable [CompleteSpace E]

/-- The kinetic energy density of the orbitals in atomic units, half the sum of their squared
gradients. -/
def tau (f : ι → E → ℝ) (x : E) : ℝ := 1 / 2 * ∑ i, ‖gradient (f i) x‖ ^ 2

/-- The von Weizsäcker kinetic energy density. Where the density is zero, Lean's division gives the
value 0. -/
def tauW (f : ι → E → ℝ) (x : E) : ℝ :=
  ‖gradient (density f) x‖ ^ 2 / (8 * density f x)

/-- For orbitals differentiable at a point, the gradient of the density there is twice the sum of
each orbital times its gradient. -/
theorem hasGradientAt_density {f : ι → E → ℝ} {x : E}
    (hf : ∀ i, DifferentiableAt ℝ (f i) x) :
    HasGradientAt (density f) ((2 : ℝ) • ∑ i, f i x • gradient (f i) x) x := by
  have hg := fun i => (hf i).hasGradientAt.hasFDerivAt
  have h := HasFDerivAt.fun_sum (u := (Finset.univ : Finset ι))
    (fun i _ => (hg i).fun_mul (hg i))
  have e : density f = fun y => ∑ i, f i y * f i y := by
    funext y
    simp only [density, pow_two]
  rw [hasGradientAt_iff_hasFDerivAt, e]
  refine h.congr_fderiv ?_
  ext v
  simp [Finset.mul_sum, two_mul, Finset.sum_add_distrib]

/-- For orbitals differentiable at a point of nonzero density, the excess of the kinetic energy
density over the von Weizsäcker one is, up to the factor `2 r ^ 2`, a sum of squares. -/
theorem sum_sq_eq_excess {f : ι → E → ℝ} {x : E}
    (hf : ∀ i, DifferentiableAt ℝ (f i) x) (hr : density f x ≠ 0) :
    ∑ i, ‖density f x • gradient (f i) x - (f i x / 2) • gradient (density f) x‖ ^ 2
      = 2 * density f x ^ 2 * (tau f x - tauW f x) := by
  -- the cross term, from the chain rule for the density
  have hG : ∑ i, f i x * inner ℝ (gradient (f i) x) (gradient (density f) x)
      = ‖gradient (density f) x‖ ^ 2 / 2 := by
    have h1 : inner ℝ ((2 : ℝ) • ∑ i, f i x • gradient (f i) x) (gradient (density f) x)
        = 2 * ∑ i, f i x * inner ℝ (gradient (f i) x) (gradient (density f) x) := by
      simp only [real_inner_smul_left, sum_inner]
    rw [← (hasGradientAt_density hf).gradient, real_inner_self_eq_norm_sq] at h1
    linarith
  have term : ∀ i,
      ‖density f x • gradient (f i) x - (f i x / 2) • gradient (density f) x‖ ^ 2
      = density f x ^ 2 * ‖gradient (f i) x‖ ^ 2
        - density f x * (f i x * inner ℝ (gradient (f i) x) (gradient (density f) x))
        + f i x ^ 2 * (‖gradient (density f) x‖ ^ 2 / 4) := by
    intro i
    rw [norm_sub_sq_real, real_inner_smul_left, real_inner_smul_right, norm_smul, norm_smul,
      mul_pow, mul_pow, Real.norm_eq_abs, Real.norm_eq_abs, sq_abs, sq_abs]
    ring
  have hd : ∑ i, f i x ^ 2 = density f x := rfl
  rw [Finset.sum_congr rfl (fun i _ => term i), Finset.sum_add_distrib,
    Finset.sum_sub_distrib, ← Finset.mul_sum, ← Finset.mul_sum, ← Finset.sum_mul, hG, hd,
    tau, tauW]
  field_simp
  ring

/-- At a point of positive density where the orbitals are differentiable and the kinetic energy
density equals the von Weizsäcker one, each ratio of an orbital to the root of the density has
zero derivative. -/
theorem hasFDerivAt_ratio {f : ι → E → ℝ} {x : E}
    (hf : ∀ i, DifferentiableAt ℝ (f i) x) (hr : 0 < density f x)
    (h : tau f x = tauW f x) (i : ι) :
    HasFDerivAt (fun y => f i y / Real.sqrt (density f y)) (0 : E →L[ℝ] ℝ) x := by
  -- every square in the excess vanishes
  have h0 := sum_sq_eq_excess hf hr.ne'
  rw [h, sub_self, mul_zero, Finset.sum_eq_zero_iff_of_nonneg (fun _ _ => sq_nonneg _)] at h0
  have hi := sub_eq_zero.mp (norm_eq_zero.mp (pow_eq_zero_iff two_ne_zero |>.mp
    (h0 i (Finset.mem_univ i))))
  have hs : 0 < Real.sqrt (density f x) := Real.sqrt_pos.mpr hr
  have hφ : HasDerivAt (fun t : ℝ => (Real.sqrt t)⁻¹)
      (-(1 / (2 * Real.sqrt (density f x))) / Real.sqrt (density f x) ^ 2) (density f x) :=
    (Real.hasDerivAt_sqrt hr.ne').inv hs.ne'
  have hG := (hasGradientAt_density hf).differentiableAt.hasGradientAt.hasFDerivAt
  have hφr : HasFDerivAt (fun y => (Real.sqrt (density f y))⁻¹) _ x :=
    hφ.comp_hasFDerivAt x hG
  simp only [div_eq_mul_inv]
  refine ((hf i).hasGradientAt.hasFDerivAt.fun_mul hφr).congr_fderiv ?_
  ext v
  change f i x * (-(1 / (2 * Real.sqrt (density f x))) / Real.sqrt (density f x) ^ 2
      * inner ℝ (gradient (density f) x) v)
    + (Real.sqrt (density f x))⁻¹ * inner ℝ (gradient (f i) x) v = 0
  have hv := congrArg (fun w => inner ℝ w v) hi
  simp only [real_inner_smul_left] at hv
  have hgv : inner ℝ (gradient (f i) x) v
      = f i x * inner ℝ (gradient (density f) x) v / (2 * Real.sqrt (density f x) ^ 2) := by
    rw [Real.sq_sqrt hr.le, eq_div_iff (by positivity)]
    linarith
  rw [hgv]
  field_simp
  ring

/-- If differentiable real orbitals have positive density on an open connected region and their
kinetic energy density equals the von Weizsäcker one throughout it, then each orbital is a constant
times the root of the density, and the squares of the constants sum to one. -/
theorem single_orbital_of_tau_eq_tauW {f : ι → E → ℝ} {U : Set E}
    (hU : IsOpen U) (hc : IsConnected U)
    (hf : ∀ i, ∀ x ∈ U, DifferentiableAt ℝ (f i) x) (hr : ∀ x ∈ U, 0 < density f x)
    (h : ∀ x ∈ U, tau f x = tauW f x) :
    ∃ c : ι → ℝ, ∑ i, c i ^ 2 = 1 ∧
      ∀ i, ∀ x ∈ U, f i x = c i * Real.sqrt (density f x) := by
  obtain ⟨x₀, hx₀⟩ := hc.nonempty
  have hd := fun i x (hx : x ∈ U) =>
    hasFDerivAt_ratio (fun j => hf j x hx) (hr x hx) (h x hx) i
  refine ⟨fun i => f i x₀ / Real.sqrt (density f x₀), ?_, fun i x hx => ?_⟩
  · simp only [div_pow, Real.sq_sqrt (hr x₀ hx₀).le]
    rw [← Finset.sum_div]
    exact div_self (hr x₀ hx₀).ne'
  · -- zero derivative on a connected open set: the ratio is constant
    have hconst := hU.is_const_of_fderiv_eq_zero hc.isPreconnected
      (fun y hy => (hd i y hy).differentiableAt.differentiableWithinAt)
      (fun y hy => (hd i y hy).fderiv) hx₀ hx
    have hs : Real.sqrt (density f x) ≠ 0 := (Real.sqrt_pos.mpr (hr x hx)).ne'
    exact (div_eq_iff hs).mp hconst.symm

/-- On an open interval, differentiable real orbitals with positive density `r` and
`∑ f_i' ^ 2 = r' ^ 2 / (4 r)` throughout are constants times the root of `r`, and the squares of
the constants sum to one. -/
theorem single_orbital_on_interval {f : ι → ℝ → ℝ} {U : Set ℝ}
    (hU : IsOpen U) (hc : IsConnected U)
    (hf : ∀ i, ∀ x ∈ U, DifferentiableAt ℝ (f i) x) (hr : ∀ x ∈ U, 0 < density f x)
    (h : ∀ x ∈ U, ∑ i, deriv (f i) x ^ 2 = deriv (density f) x ^ 2 / (4 * density f x)) :
    ∃ c : ι → ℝ, ∑ i, c i ^ 2 = 1 ∧
      ∀ i, ∀ x ∈ U, f i x = c i * Real.sqrt (density f x) := by
  refine single_orbital_of_tau_eq_tauW hU hc hf hr fun x hx => ?_
  simp only [tau, tauW, gradient_eq_deriv', Real.norm_eq_abs, sq_abs]
  rw [h x hx]
  ring

/-- Conversely, if on an open region all orbitals are constant multiples of one function, then at
each point of the region where that function is differentiable and the density is nonzero the
kinetic energy density equals the von Weizsäcker one. -/
theorem tau_eq_tauW_of_single_orbital {f : ι → E → ℝ} {U : Set E} (hU : IsOpen U)
    {c : ι → ℝ} {φ : E → ℝ} (h : ∀ i, ∀ y ∈ U, f i y = c i * φ y)
    {x : E} (hx : x ∈ U) (hφ : DifferentiableAt ℝ φ x) (hr : density f x ≠ 0) :
    tau f x = tauW f x := by
  have hg : ∀ i, HasGradientAt (f i) (c i • gradient φ x) x := by
    intro i
    rw [hasGradientAt_iff_hasFDerivAt]
    have h1 := (hφ.hasGradientAt.hasFDerivAt.const_mul (c i)).congr_of_eventuallyEq
      (Filter.eventuallyEq_of_mem (hU.mem_nhds hx) (h i))
    refine h1.congr_fderiv ?_
    ext v
    simp
  have hd : density f x = (∑ i, c i ^ 2) * φ x ^ 2 := by
    simp only [density, h _ x hx, mul_pow, Finset.sum_mul]
  have hG : gradient (density f) x = (2 * φ x * ∑ i, c i ^ 2) • gradient φ x := by
    rw [(hasGradientAt_density fun i => (hg i).differentiableAt).gradient]
    simp only [(hg _).gradient, h _ x hx, smul_smul]
    rw [← Finset.sum_smul, smul_smul, Finset.mul_sum, Finset.mul_sum]
    congr 1
    exact Finset.sum_congr rfl fun i _ => by ring
  have ht : tau f x = 1 / 2 * ((∑ i, c i ^ 2) * ‖gradient φ x‖ ^ 2) := by
    simp only [tau, (hg _).gradient, norm_smul, mul_pow, Real.norm_eq_abs, sq_abs,
      Finset.sum_mul]
  rw [ht, tauW, eq_div_iff (mul_ne_zero (by norm_num) hr), hG, hd, norm_smul, mul_pow,
    Real.norm_eq_abs, sq_abs]
  ring

/-- Two orbitals on the line, `x ^ 2` and `x * |x|`. -/
def nodalPair : Fin 2 → ℝ → ℝ := ![fun x => x ^ 2, fun x => x * |x|]

/-- The orbitals `x ^ 2` and `x * |x|` are differentiable, have positive density away from the
origin and satisfy `4 r ∑ f_i' ^ 2 = r' ^ 2` on the whole line, yet they are not constant multiples
of one common function. -/
theorem node_breaks_rigidity :
    (∀ i, Differentiable ℝ (nodalPair i)) ∧ (∀ x ≠ 0, 0 < density nodalPair x) ∧
    (∀ x, 4 * density nodalPair x * ∑ i, deriv (nodalPair i) x ^ 2
      = deriv (density nodalPair) x ^ 2) ∧
    ¬ ∃ (c : Fin 2 → ℝ) (φ : ℝ → ℝ), ∀ i x, nodalPair i x = c i * φ x := by
  have h0 : ∀ x, HasDerivAt (nodalPair 0) (2 * x) x := fun x => by
    change HasDerivAt (fun y : ℝ => y ^ 2) (2 * x) x
    exact (hasDerivAt_pow 2 x).congr_deriv (by norm_num)
  have h1 : ∀ x, HasDerivAt (nodalPair 1) (2 * |x|) x := fun x => by
    change HasDerivAt (fun y : ℝ => y * |y|) (2 * |x|) x
    rcases lt_trichotomy x 0 with hx | hx | hx
    · refine ((hasDerivAt_pow 2 x).fun_neg.congr_of_eventuallyEq ?_).congr_deriv ?_
      · filter_upwards [isOpen_Iio.mem_nhds hx] with y hy
        rw [abs_of_neg hy]
        ring
      · rw [abs_of_neg hx]
        norm_num
    · -- at the node the difference quotient is `|t|`
      subst hx
      rw [hasDerivAt_iff_tendsto_slope_zero]
      have ht : Filter.Tendsto (fun t : ℝ => |t|) (𝓝[≠] 0) (𝓝 (2 * |(0 : ℝ)|)) := by
        have := (continuous_abs.tendsto (0 : ℝ)).mono_left
          (nhdsWithin_le_nhds (s := {(0 : ℝ)}ᶜ))
        simpa using this
      refine ht.congr' ?_
      filter_upwards [self_mem_nhdsWithin] with t ht
      have ht' : t ≠ 0 := ht
      simp [ht']
    · refine ((hasDerivAt_pow 2 x).congr_of_eventuallyEq ?_).congr_deriv ?_
      · filter_upwards [isOpen_Ioi.mem_nhds hx] with y hy
        rw [abs_of_pos hy]
        ring
      · rw [abs_of_pos hx]
        norm_num
  have hd : density nodalPair = fun x => 2 * x ^ 4 := by
    funext x
    simp only [density, Fin.sum_univ_two]
    change (x ^ 2) ^ 2 + (x * |x|) ^ 2 = 2 * x ^ 4
    rw [mul_pow, sq_abs]
    ring
  refine ⟨fun i => ?_, fun x hx => ?_, fun x => ?_, ?_⟩
  · fin_cases i
    · exact fun x => (h0 x).differentiableAt
    · exact fun x => (h1 x).differentiableAt
  · rw [hd]
    positivity
  · have h4 : HasDerivAt (fun y : ℝ => 2 * y ^ 4) (8 * x ^ 3) x :=
      ((hasDerivAt_pow 4 x).const_mul 2).congr_deriv (by norm_num; ring)
    rw [Fin.sum_univ_two, (h0 x).deriv, (h1 x).deriv, hd, h4.deriv, mul_pow 2 |x|, sq_abs]
    ring
  · -- compare the values at `1` and `-1`
    rintro ⟨c, φ, h⟩
    have a : (1 : ℝ) = c 0 * φ 1 := by simpa [nodalPair] using h 0 1
    have b : (1 : ℝ) = c 0 * φ (-1) := by simpa [nodalPair] using h 0 (-1)
    have d : (1 : ℝ) = c 1 * φ 1 := by simpa [nodalPair] using h 1 1
    have e : (-1 : ℝ) = c 1 * φ (-1) := by simpa [nodalPair] using h 1 (-1)
    have k : (c 0 * φ 1) * (c 1 * φ (-1)) = (c 0 * φ (-1)) * (c 1 * φ 1) := by ring
    rw [← a, ← b, ← d, ← e] at k
    norm_num at k

end

end IsoOrbitalRigidity
```

```lean
#print axioms IsoOrbitalRigidity.single_orbital_of_tau_eq_tauW
#print axioms IsoOrbitalRigidity.single_orbital_on_interval
#print axioms IsoOrbitalRigidity.tau_eq_tauW_of_single_orbital
#print axioms IsoOrbitalRigidity.node_breaks_rigidity
```

```
'IsoOrbitalRigidity.single_orbital_of_tau_eq_tauW' depends on axioms: [propext, Classical.choice, Quot.sound]
'IsoOrbitalRigidity.single_orbital_on_interval' depends on axioms: [propext, Classical.choice, Quot.sound]
'IsoOrbitalRigidity.tau_eq_tauW_of_single_orbital' depends on axioms: [propext, Classical.choice, Quot.sound]
'IsoOrbitalRigidity.node_breaks_rigidity' depends on axioms: [propext, Classical.choice, Quot.sound]
```

## From the chain rule to constant ratios

`hasGradientAt_density` applies the product rule to each f_i · f_i and sums, which gives ∇r = 2 Σ f_i ∇f_i.

`sum_sq_eq_excess` is the identity for the excess. Its step `hG` evaluates the cross term Σ f_i ∇f_i·∇r = ½|∇r|², and `term` expands one square. After summation, `field_simp` and `ring` collect the result as 2r²(τ − τ_W).

`hasFDerivAt_ratio` inserts τ = τ_W. A sum of nonnegative terms that equals zero has only zero terms, so `hi` states r∇f_i = (f_i/2)∇r. The ratio is differentiated as the product of f_i and 1/√r. Taking the inner product of `hi` with an arbitrary direction `v` shows that the derivative vanishes in every direction.

`single_orbital_of_tau_eq_tauW` picks a point `x₀` in U and sets c_i = f_i(x₀)/√r(x₀). The normalisation is the definition of r at that point. Mathlib's `is_const_of_fderiv_eq_zero` then carries the value of each ratio from `x₀` to every other point of U; this is where connectedness enters. The interval version rewrites gradients as derivatives and applies this theorem.

`tau_eq_tauW_of_single_orbital` follows the computation with φ. It needs the proportionality on an open set around the point, because gradients depend on nearby values.

In `node_breaks_rigidity`, the derivative of x|x| is found separately for negative, zero and positive x; at zero the difference quotient is |t|, which tends to 0. To exclude a common function φ, the proof compares values at 1 and −1. The products (c₀φ(1))(c₁φ(−1)) and (c₀φ(−1))(c₁φ(1)) have the same factors, but the orbital values make the first −1 and the second 1.
